# In Hartree–Fock jellium with filled Fermi spheres, partial spin polarisation never has the lowest energy

Q: Jellium is a many-electron problem, and your file minimises a function of one real number. What did you decide before the first theorem?

A: The class of trial states. I take plane-wave determinants that fill one Fermi sphere of spin-up electrons and one of spin-down electrons, in the limit of a large system at fixed total density $n$. The only freedom left is the polarisation $z=(n_\uparrow-n_\downarrow)/n$, from $-1$ to $1$. The background cancels the Hartree term, so kinetic and exchange energy remain:

$$e(z)=A\,\varphi_{5/3}(z)-B\,\varphi_{4/3}(z),\qquad \varphi_p(z)=\frac{(1+z)^p+(1-z)^p}{2}.$$

Here $A$ is the kinetic energy of the unpolarised gas and $B$ the magnitude of its exchange energy. The file starts from this formula and does not derive it from the Hamiltonian.

```lean
import Mathlib

namespace JelliumSpinPolarisation

noncomputable section

/-- The spin-scaling factor `((1+z)^p + (1-z)^p)/2` at polarisation `z`, for `-1 ≤ z ≤ 1`. -/
def phi (p z : ℝ) : ℝ := ((1 + z) ^ p + (1 - z) ^ p) / 2

/-- The Hartree-Fock energy of jellium at polarisation `z`, for `-1 ≤ z ≤ 1`, with kinetic
coefficient `A` and exchange coefficient `B`. -/
def energy (A B z : ℝ) : ℝ := A * phi (5 / 3) z - B * phi (4 / 3) z
```

In Lean, `phi p z` is $\varphi_p(z)$ with real exponents, and `energy A B z` is $e(z)$. The physical range of $z$ enters through the hypotheses of the theorems.

Q: I would rather see the two spin densities. Where are they?

A: In a second definition, where `u` and `d` are the spin-up and spin-down densities.

```lean
/-- The Hartree-Fock energy density at nonnegative spin densities `u` (up) and `d` (down), with
kinetic constant `t` and exchange constant `x`. -/
def spinEnergy (t x u d : ℝ) : ℝ :=
  t * (u ^ (5 / 3 : ℝ) + d ^ (5 / 3 : ℝ)) - x * (u ^ (4 / 3 : ℝ) + d ^ (4 / 3 : ℝ))
```

In atomic units the physical constants are $t=\tfrac{3}{10}(6\pi^2)^{2/3}$ for kinetic energy and $x=\tfrac34(6/\pi)^{1/3}$ for exchange. The file leaves both as parameters, and the proof needs only $t>0$. A theorem near the end connects this form with `energy`.

Q: Then convince me by hand first. Kinetic energy favours $z=0$ and exchange favours $z=1$. Why is there no compromise in between?

A: Because the kinetic cost per unit of exchange gain is higher at any partial polarisation than at full polarisation. So if partial polarisation lowers the energy, full polarisation lowers it further. To see it, remove the fractional powers. Put $a=(1+z)^{1/3}$, $b=(1-z)^{1/3}$ and $c=2^{1/3}$. Then $a^3+b^3=2=c^3$, and

$$\varphi_{4/3}=\frac{a^4+b^4}{2},\qquad \varphi_{5/3}=\frac{a^5+b^5}{2}.$$

The first lemma does this translation for any nonnegative base.

```lean
/-- For a nonnegative density, the powers 1, 4/3 and 5/3 are the third, fourth and fifth powers
of its cube root. -/
theorem cube_root_powers {x : ℝ} (hx : 0 ≤ x) :
    (x ^ (1 / 3 : ℝ)) ^ 3 = x ∧ x ^ (4 / 3 : ℝ) = (x ^ (1 / 3 : ℝ)) ^ 4 ∧
      x ^ (5 / 3 : ℝ) = (x ^ (1 / 3 : ℝ)) ^ 5 := by
  refine ⟨?_, ?_, ?_⟩ <;> rw [← Real.rpow_natCast, ← Real.rpow_mul hx] <;> norm_num
```

Now let $s=a+b$. From $2=a^3+b^3=s^3-3ab\,s$ we get $ab=(s^3-2)/(3s)$. Inserting this into $a^4+b^4=s^4-4ab\,s^2+2(ab)^2$ and $a^5+b^5=s^5-5ab\,s^3+5(ab)^2s$ gives

$$9s^2(a^4+b^4)=-s^6+16s^3+8,\qquad 9s(a^5+b^5)=-s^6+10s^3+20.$$

Q: And what do you compare?

A: The kinetic excess $a^5+b^5-2$ with $1+c$ times the exchange excess $a^4+b^4-2$. The factor $1+c$ is the ratio of the two excesses at full polarisation, $(c^2-1)/(c-1)$. Multiplied by $9s^2$, the difference is

$$-s^7+(1+c)s^6+10s^4-16(1+c)s^3+18c\,s^2+20s-8(1+c).$$

It vanishes at $s=2$, the unpolarised state, and has a triple zero at $s=c$, the fully polarised one. With $c^3=2$,

$$(2-s)(s-c)^3=-s^4+(2+3c)s^3-(6c+3c^2)s^2+(2+6c^2)s-4,$$

and dividing this out leaves

$$L=s^3+(1+2c)s^2+(2+c+3c^2)s+2+2c.$$

Multiplying back, again with $c^3=2$, confirms the factorisation $(2-s)(s-c)^3L$.

```lean
/-- If `a³ + b³ = 2` and `c³ = 2`, the kinetic excess minus `1 + c` times the exchange excess,
multiplied by `9 (a+b)²`, factorises in terms of `a + b` and `c`. -/
theorem excess_factorisation {a b c : ℝ} (hab : a ^ 3 + b ^ 3 = 2) (hc : c ^ 3 = 2) :
    9 * (a + b) ^ 2 * ((a ^ 5 + b ^ 5 - 2) - (1 + c) * (a ^ 4 + b ^ 4 - 2)) =
      (2 - (a + b)) * ((a + b) - c) ^ 3 *
        ((a + b) ^ 3 + (1 + 2 * c) * (a + b) ^ 2 + (2 + c + 3 * c ^ 2) * (a + b)
          + 2 + 2 * c) := by
  have hp : 3 * (a * b) * (a + b) = (a + b) ^ 3 - 2 := by linear_combination -hab
  -- both power sums become functions of `a + b` alone
  have h4 : 9 * (a + b) ^ 2 * (a ^ 4 + b ^ 4) = -(a + b) ^ 6 + 16 * (a + b) ^ 3 + 8 := by
    linear_combination
      (-12 * (a + b) ^ 3 + 2 * (3 * (a * b) * (a + b) + (a + b) ^ 3 - 2)) * hp
  have h5 : 9 * (a + b) * (a ^ 5 + b ^ 5) = -(a + b) ^ 6 + 10 * (a + b) ^ 3 + 20 := by
    linear_combination
      (-15 * (a + b) ^ 3 + 5 * (3 * (a * b) * (a + b) + (a + b) ^ 3 - 2)) * hp
  generalize a + b = s at *
  linear_combination s * h5 - (1 + c) * h4 + (2 - s) *
    (4 * s ^ 3 - (2 + 7 * c) * s ^ 2 + (-4 + c + 3 * c ^ 2) * s + 2 + 2 * c) * hc
```

In the code, `hp` is the relation for $ab$, and `h4` and `h5` are the two power sums. Each `linear_combination` states which multiples of known equations add up to the desired one. The last uses `hc`, which is $c^3=2$.

Q: The sign still depends on where $s$ lies.

A: For $-1<z<1$ and $z\neq0$, both $a$ and $b$ are positive and they differ. Therefore

$$s^3-c^3=3ab\,s>0,\qquad 8-s^3=4(a^3+b^3)-(a+b)^3=3(a+b)(a-b)^2>0,$$

so $c<s<2$. All the factors are positive, and halving the excesses gives

$$\varphi_{5/3}(z)-1>(1+c)\bigl(\varphi_{4/3}(z)-1\bigr).$$

```lean
/-- At partial polarisation, `-1 < z < 1` and `z ≠ 0`, the relative rise of the kinetic factor
exceeds `1 + 2^(1/3)` times that of the exchange factor. -/
theorem kinetic_excess_gt {z : ℝ} (h1 : -1 < z) (h2 : z < 1) (h0 : z ≠ 0) :
    (1 + (2 : ℝ) ^ (1 / 3 : ℝ)) * (phi (4 / 3) z - 1) < phi (5 / 3) z - 1 := by
  have hp : 0 < 1 + z := by linarith
  have hm : 0 < 1 - z := by linarith
  obtain ⟨a3, a4, a5⟩ := cube_root_powers hp.le
  obtain ⟨b3, b4, b5⟩ := cube_root_powers hm.le
  have c3 := (cube_root_powers (x := 2) (by norm_num)).1
  have ha := Real.rpow_pos_of_pos hp (1 / 3)
  have hb := Real.rpow_pos_of_pos hm (1 / 3)
  have hc := Real.rpow_pos_of_pos (show (0 : ℝ) < 2 by norm_num) (1 / 3)
  unfold phi
  rw [a4, a5, b4, b5]
  generalize (1 + z) ^ (1 / 3 : ℝ) = a at *
  generalize (1 - z) ^ (1 / 3 : ℝ) = b at *
  generalize (2 : ℝ) ^ (1 / 3 : ℝ) = c at *
  have hab : a ^ 3 + b ^ 3 = 2 := by linarith
  have hne : a - b ≠ 0 := by
    intro h
    have hEq : a = b := by linarith
    rw [hEq] at a3
    exact h0 (by linarith)
  have hsq : 0 < (a - b) ^ 2 := (sq_nonneg _).lt_of_ne' (pow_ne_zero 2 hne)
  -- the sum of the cube roots lies strictly between its values at the two end states
  have hs2 : a + b < 2 := by
    apply lt_of_pow_lt_pow_left₀ 3 (by norm_num)
    nlinarith [mul_pos (add_pos ha hb) hsq]
  have hsc : c < a + b := by
    apply lt_of_pow_lt_pow_left₀ 3 (by positivity)
    nlinarith [mul_pos (mul_pos ha hb) (add_pos ha hb)]
  have hpos : 0 < 9 * (a + b) ^ 2 *
      ((a ^ 5 + b ^ 5 - 2) - (1 + c) * (a ^ 4 + b ^ 4 - 2)) := by
    rw [excess_factorisation hab c3]
    exact mul_pos (mul_pos (sub_pos.2 hs2) (pow_pos (sub_pos.2 hsc) 3)) (by positivity)
  have hfin := (mul_pos_iff_of_pos_left (by positivity)).1 hpos
  linarith
```

The `generalize` lines replace the cube roots by the letters $a$, $b$, $c$. Then `hs2` and `hsc` prove the two bounds on $s$ by comparing cubes, and `hpos` inserts the factorisation.

Q: That compares two scaling factors. I asked about an energy.

A: We need one more range, $1\le\varphi_{4/3}\le c$ on the closed interval $[-1,1]$. For the lower bound, $3y^4-4y^3+1=(y-1)^2(3y^2+2y+1)\ge0$. Adding the cases $y=a$ and $y=b$ gives $3(a^4+b^4)\ge 4\cdot2-2=6$. For the upper bound, $a,b\le c$ gives $a^4+b^4\le c(a^3+b^3)=2c$.

```lean
/-- For `-1 ≤ z ≤ 1` the exchange factor lies between 1 and `2^(1/3)`. -/
theorem exchange_factor_bounds {z : ℝ} (h1 : -1 ≤ z) (h2 : z ≤ 1) :
    1 ≤ phi (4 / 3) z ∧ phi (4 / 3) z ≤ (2 : ℝ) ^ (1 / 3 : ℝ) := by
  have hp : 0 ≤ 1 + z := by linarith
  have hm : 0 ≤ 1 - z := by linarith
  obtain ⟨a3, a4, -⟩ := cube_root_powers hp
  obtain ⟨b3, b4, -⟩ := cube_root_powers hm
  have ha := Real.rpow_nonneg hp (1 / 3)
  have hb := Real.rpow_nonneg hm (1 / 3)
  have hac : (1 + z) ^ (1 / 3 : ℝ) ≤ (2 : ℝ) ^ (1 / 3 : ℝ) :=
    Real.rpow_le_rpow hp (by linarith) (by norm_num)
  have hbc : (1 - z) ^ (1 / 3 : ℝ) ≤ (2 : ℝ) ^ (1 / 3 : ℝ) :=
    Real.rpow_le_rpow hm (by linarith) (by norm_num)
  unfold phi
  rw [a4, b4]
  generalize (1 + z) ^ (1 / 3 : ℝ) = a at *
  generalize (1 - z) ^ (1 / 3 : ℝ) = b at *
  generalize (2 : ℝ) ^ (1 / 3 : ℝ) = c at *
  constructor
  · -- tangent-line bound `3 y⁴ - 4 y³ + 1 ≥ 0` for each spin
    have ta : 0 ≤ (a - 1) ^ 2 * (3 * a ^ 2 + 2 * a + 1) := by positivity
    have tb : 0 ≤ (b - 1) ^ 2 * (3 * b ^ 2 + 2 * b + 1) := by positivity
    nlinarith
  · have ua := mul_le_mul_of_nonneg_right hac (pow_nonneg ha 3)
    have ub := mul_le_mul_of_nonneg_right hbc (pow_nonneg hb 3)
    have hsum : c * a ^ 3 + c * b ^ 3 = 2 * c := by rw [a3, b3]; ring
    nlinarith
```

The terms `ta` and `tb` are the two tangent-line inequalities, and `ua` and `ub` the two products for the upper bound. The end values are $\varphi_p(0)=1$, $\varphi_{5/3}(1)=2^{5/3}/2=c^2$ and $\varphi_{4/3}(1)=2^{4/3}/2=c$; the next lemma records those at $z=1$.

```lean
/-- At full polarisation the kinetic factor is `2^(2/3)`, written as the square of `2^(1/3)`,
and the exchange factor is `2^(1/3)`. -/
theorem phi_one : phi (5 / 3) 1 = ((2 : ℝ) ^ (1 / 3 : ℝ)) ^ 2 ∧
    phi (4 / 3) 1 = (2 : ℝ) ^ (1 / 3 : ℝ) := by
  obtain ⟨h3, h4, h5⟩ := cube_root_powers (x := 2) (by norm_num)
  unfold phi
  rw [one_add_one_eq_two, sub_self, Real.zero_rpow (by norm_num),
    Real.zero_rpow (by norm_num), h4, h5]
  generalize (2 : ℝ) ^ (1 / 3 : ℝ) = c at *
  exact ⟨by linear_combination (c ^ 2 / 2) * h3, by linear_combination (c / 2) * h3⟩
```

Now set $w=(\varphi_{4/3}(z)-1)/(c-1)$, which lies between 0 and 1. By construction $\varphi_{4/3}(z)=(1-w)+wc$. The kinetic inequality becomes

$$\varphi_{5/3}(z)>1+(1+c)(c-1)w=(1-w)+wc^2.$$

Multiply this by $A>0$ and subtract $B\varphi_{4/3}(z)$:

$$e(z)>(1-w)\,e(0)+w\,e(1)\ge\min\bigl(e(0),e(1)\bigr).$$

```lean
/-- For a positive kinetic coefficient, the energy at any partial polarisation, `-1 < z < 1` and
`z ≠ 0`, strictly exceeds the smaller of the unpolarised and fully polarised energies. -/
theorem min_lt_energy {A z : ℝ} (B : ℝ) (hA : 0 < A) (h1 : -1 < z) (h2 : z < 1)
    (h0 : z ≠ 0) : min (energy A B 0) (energy A B 1) < energy A B z := by
  have hk := kinetic_excess_gt h1 h2 h0
  obtain ⟨hl, hu⟩ := exchange_factor_bounds h1.le h2.le
  have hc : 1 < (2 : ℝ) ^ (1 / 3 : ℝ) := Real.one_lt_rpow (by norm_num) (by norm_num)
  obtain ⟨e5, e4⟩ := phi_one
  have p0 : ∀ p : ℝ, phi p 0 = 1 := fun p => by simp [phi]
  by_contra h
  rw [min_lt_iff, not_or, not_lt, not_lt] at h
  obtain ⟨g0, g1⟩ := h
  simp only [energy, p0, e5, e4] at g0 g1
  generalize (2 : ℝ) ^ (1 / 3 : ℝ) = c at *
  -- weigh the two end states so that the exchange terms cancel
  nlinarith [mul_nonneg (sub_nonneg.2 hu) (sub_nonneg.2 g0),
    mul_nonneg (sub_nonneg.2 hl) (sub_nonneg.2 g1),
    mul_pos (mul_pos hA (sub_pos.2 hc)) (sub_pos.2 hk)]
```

Q: Read me that statement in words, and tell me how Lean reaches it.

A: For every $A>0$, every real $B$ and every $z$ strictly between $-1$ and $1$ other than $0$, the energy at $z$ is strictly above the smaller of the energies at $0$ and $1$. The physical case $B>0$ is included.

Lean argues by contradiction. It supposes $e(z)\le e(0)$ and $e(z)\le e(1)$, and weighs these inequalities by $c-\varphi_{4/3}(z)$ and $\varphi_{4/3}(z)-1$. These are $1-w$ and $w$ without the division by $c-1$. The exchange terms cancel, and what remains contradicts the kinetic inequality. The three products passed to `nlinarith` are the two weighted assumptions and that inequality multiplied by $A(c-1)$.

Q: Do you need $A>0$, or would $A\ge0$ do?

A: Take $A=B=0$. The energy is then zero at every polarisation, so the strict inequality fails and $z=1/2$ is a minimiser. With $B$ arbitrary, $A>0$ therefore can't be relaxed to $A\ge0$.

Q: What does the theorem say about the ground state?

A: Within this family of states, a minimiser on $[-1,1]$ is $-1$, $0$ or $1$.

```lean
/-- For a positive kinetic coefficient, a polarisation that minimises the energy on `[-1, 1]`
is `-1`, `0` or `1`. -/
theorem minimiser_not_partial {A B z : ℝ} (hA : 0 < A) (hz : z ∈ Set.Icc (-1 : ℝ) 1)
    (hmin : IsMinOn (energy A B) (Set.Icc (-1) 1) z) : z = -1 ∨ z = 0 ∨ z = 1 := by
  by_contra h
  simp only [not_or] at h
  obtain ⟨n1, n0, n2⟩ := h
  have hlt := min_lt_energy B hA (lt_of_le_of_ne hz.1 (Ne.symm n1))
    (lt_of_le_of_ne hz.2 n2) n0
  rcases min_lt_iff.1 hlt with g | g
  · exact not_le_of_gt g (isMinOn_iff.1 hmin 0 ⟨by norm_num, by norm_num⟩)
  · exact not_le_of_gt g (isMinOn_iff.1 hmin 1 ⟨by norm_num, by norm_num⟩)
```

`Set.Icc (-1) 1` is the closed interval of polarisations, and `IsMinOn` says that no point of it has lower energy than $z$. If $z$ were none of the three values, the previous theorem would make $0$ or $1$ strictly lower. The statement is about global minimisers. The values $-1$ and $1$ always tie, by symmetry, and the theorem doesn't tell you whether they or $0$ win at a given density.

Q: Now return to my spin densities.

A: Write them as $h(1+z)$ and $h(1-z)$, where $h=n/2$ is half the total density. Each power of $h$ factors out:

$$t\,h^{5/3}\bigl[(1+z)^{5/3}+(1-z)^{5/3}\bigr]=2t\,h^{5/3}\varphi_{5/3}(z),$$

and exchange behaves in the same way with power $4/3$. So $A=2t\,h^{5/3}$ and $B=2x\,h^{4/3}$, as energies per volume. Dividing by the fixed density $n$ gives energies per electron and changes no comparison.

```lean
/-- With spin densities `h (1+z)` and `h (1-z)`, where `h ≥ 0` and `-1 ≤ z ≤ 1`, the energy
density is the polarisation energy with coefficients `2 t h^(5/3)` and `2 x h^(4/3)`. -/
theorem spinEnergy_scaling (t x : ℝ) {h z : ℝ} (hh : 0 ≤ h) (h1 : -1 ≤ z) (h2 : z ≤ 1) :
    spinEnergy t x (h * (1 + z)) (h * (1 - z)) =
      energy (2 * t * h ^ (5 / 3 : ℝ)) (2 * x * h ^ (4 / 3 : ℝ)) z := by
  have hp : 0 ≤ 1 + z := by linarith
  have hm : 0 ≤ 1 - z := by linarith
  simp only [spinEnergy, energy, phi, Real.mul_rpow hh hp, Real.mul_rpow hh hm]
  ring
```

For positive and unequal densities $u$ and $d$, the polarisation solves $z(u+d)=u-d$, which puts it strictly between $-1$ and $1$ and away from $0$. The last theorem applies the scaling at $0$, $1$ and $z$, then uses the energy inequality.

```lean
/-- For a positive kinetic constant and unequal positive spin densities, the energy density
strictly exceeds the smaller of the unpolarised and fully polarised values at the same total
density. -/
theorem min_lt_spinEnergy {t u d : ℝ} (x : ℝ) (ht : 0 < t) (hu : 0 < u) (hd : 0 < d)
    (hne : u ≠ d) :
    min (spinEnergy t x ((u + d) / 2) ((u + d) / 2)) (spinEnergy t x (u + d) 0) <
      spinEnergy t x u d := by
  have hn : 0 < u + d := add_pos hu hd
  have hh : 0 < (u + d) / 2 := by positivity
  -- the polarisation belonging to the two densities
  obtain ⟨z, hz⟩ : ∃ z : ℝ, z * (u + d) = u - d := ⟨_, div_mul_cancel₀ _ hn.ne'⟩
  have h1 : -1 < z := by nlinarith
  have h2 : z < 1 := by nlinarith
  have h0 : z ≠ 0 := by
    intro h
    rw [h, zero_mul] at hz
    exact hne (by linarith)
  have s0 := spinEnergy_scaling t x hh.le (z := 0) (by norm_num) (by norm_num)
  have s1 := spinEnergy_scaling t x hh.le (z := 1) (by norm_num) (by norm_num)
  have sz := spinEnergy_scaling t x hh.le h1.le h2.le
  rw [show (u + d) / 2 * (1 + 0) = (u + d) / 2 by ring,
    show (u + d) / 2 * (1 - 0) = (u + d) / 2 by ring] at s0
  rw [show (u + d) / 2 * (1 + 1) = u + d by ring,
    show (u + d) / 2 * (1 - 1) = 0 by ring] at s1
  rw [show (u + d) / 2 * (1 + z) = u by linear_combination (1 / 2) * hz,
    show (u + d) / 2 * (1 - z) = d by linear_combination (-1 / 2) * hz] at sz
  rw [s0, s1, sz]
  exact min_lt_energy _ (mul_pos (by positivity) (Real.rpow_pos_of_pos hh _)) h1 h2 h0

end

end JelliumSpinPolarisation
```

It compares `spinEnergy t x u d` with two states of the same total density: both spins at $(u+d)/2$, and all electrons spin-up.

```lean
#print axioms JelliumSpinPolarisation.minimiser_not_partial
-- 'JelliumSpinPolarisation.minimiser_not_partial' depends on axioms: [propext, Classical.choice, Quot.sound]
#print axioms JelliumSpinPolarisation.min_lt_spinEnergy
-- 'JelliumSpinPolarisation.min_lt_spinEnergy' depends on axioms: [propext, Classical.choice, Quot.sound]
```

Q: So may I tell my students that Hartree–Fock jellium is never partially polarised?

A: Tell them which determinants you mean. Spin-density waves, spin spirals and other states with broken translational symmetry are absent from this family, and so is correlation. For the uniform gas with one filled Fermi sphere per spin, a Hartree–Fock search over polarisation at fixed density reduces to comparing two energies, the unpolarised and the fully polarised one.
